# A lower bound on the number of McWeeny purification steps

The McWeeny polynomial is f(x) = 3x² − 2x³, acting on a real occupation number x, and gₙ denotes f applied n times, with g₀ the identity. For complex square matrices in a finite orthonormal basis the purification step is P(X) = 3X² − 2X³, the starting matrix built from a Hamiltonian H and energies emin < emax is X₀ = (emax·1 − H)/(emax − emin), and the occupation of a normalised vector v in X is Re⟨v, Xv⟩.

In Lean 4 with Mathlib:

```lean
import Mathlib

open Matrix Set

namespace McWeenyStepBound

noncomputable section

/-- The McWeeny polynomial acting on a single occupation number. -/
def mcweeny (x : ℝ) : ℝ := 3 * x ^ 2 - 2 * x ^ 3

/-- One McWeeny step keeps an occupation number in `[0, 1]`. -/
theorem mcweeny_mapsTo : MapsTo mcweeny (Icc 0 1) (Icc 0 1) := by
  intro x hx
  obtain ⟨h0, h1⟩ := hx
  unfold mcweeny
  constructor
  · nlinarith [mul_nonneg (sq_nonneg x) (show (0 : ℝ) ≤ 3 - 2 * x by linarith)]
  · nlinarith [mul_nonneg (sq_nonneg (1 - x)) (show (0 : ℝ) ≤ 1 + 2 * x by linarith)]

/-- One McWeeny step widens the distance between two occupations in `[0, 1]`
by at most the factor `3/2`. -/
theorem mcweeny_lipschitz {x y : ℝ} (hx : x ∈ Icc (0 : ℝ) 1) (hy : y ∈ Icc (0 : ℝ) 1) :
    |mcweeny x - mcweeny y| ≤ 3 / 2 * |x - y| := by
  obtain ⟨hx0, hx1⟩ := hx
  obtain ⟨hy0, hy1⟩ := hy
  -- the difference quotient is a quadratic with values in `[0, 3/2]`
  have hfac : mcweeny x - mcweeny y
      = (3 * (x + y) - 2 * (x ^ 2 + x * y + y ^ 2)) * (x - y) := by
    unfold mcweeny
    ring
  have hq0 : 0 ≤ 3 * (x + y) - 2 * (x ^ 2 + x * y + y ^ 2) := by
    nlinarith [mul_nonneg hx0 (sub_nonneg.2 hx1), mul_nonneg hy0 (sub_nonneg.2 hy1),
      mul_nonneg hx0 (sub_nonneg.2 hy1), mul_nonneg hy0 (sub_nonneg.2 hx1)]
  have hq1 : 3 * (x + y) - 2 * (x ^ 2 + x * y + y ^ 2) ≤ 3 / 2 := by
    nlinarith [sq_nonneg (x - y), sq_nonneg (x + y - 1)]
  rw [hfac, abs_mul, abs_of_nonneg hq0]
  exact mul_le_mul_of_nonneg_right hq1 (abs_nonneg _)

/-- After `n` McWeeny steps the distance between two occupations in `[0, 1]`
has grown by at most the factor `(3/2)^n`. -/
theorem iterate_lipschitz (n : ℕ) {x y : ℝ} (hx : x ∈ Icc (0 : ℝ) 1)
    (hy : y ∈ Icc (0 : ℝ) 1) :
    |mcweeny^[n] x - mcweeny^[n] y| ≤ (3 / 2) ^ n * |x - y| := by
  induction n generalizing x y with
  | zero => simp
  | succ k ih =>
    rw [Function.iterate_succ_apply, Function.iterate_succ_apply]
    calc |mcweeny^[k] (mcweeny x) - mcweeny^[k] (mcweeny y)|
        ≤ (3 / 2) ^ k * |mcweeny x - mcweeny y| := ih (mcweeny_mapsTo hx) (mcweeny_mapsTo hy)
      _ ≤ (3 / 2) ^ k * (3 / 2 * |x - y|) :=
          mul_le_mul_of_nonneg_left (mcweeny_lipschitz hx hy) (by positivity)
      _ = (3 / 2) ^ (k + 1) * |x - y| := by ring

/-- The number `(3/2)^n` is the smallest Lipschitz constant of the `n`-fold McWeeny map
on `[0, 1]`. -/
theorem iterate_lipschitz_isLeast (n : ℕ) :
    IsLeast {L : ℝ | ∀ x ∈ Icc (0 : ℝ) 1, ∀ y ∈ Icc (0 : ℝ) 1,
      |mcweeny^[n] x - mcweeny^[n] y| ≤ L * |x - y|} ((3 / 2) ^ n) := by
  refine ⟨fun x hx y hy => iterate_lipschitz n hx hy, fun L hL => ?_⟩
  -- the point `1/2` is fixed and the slope there is `3/2`
  have hfix : mcweeny (1 / 2) = 1 / 2 := by norm_num [mcweeny]
  have hd : HasDerivAt mcweeny (3 / 2) (1 / 2) := by
    have h := ((hasDerivAt_pow 2 (1 / 2 : ℝ)).const_mul 3).fun_sub
      ((hasDerivAt_pow 3 (1 / 2 : ℝ)).const_mul 2)
    have h' : HasDerivAt (fun x : ℝ => 3 * x ^ 2 - 2 * x ^ 3) (3 / 2) (1 / 2) :=
      h.congr_deriv (by norm_num)
    exact h'
  have hn : ∀ k : ℕ, HasDerivAt mcweeny^[k] ((3 / 2) ^ k) (1 / 2) := by
    intro k
    induction k with
    | zero =>
      rw [Function.iterate_zero, pow_zero]
      exact hasDerivAt_id _
    | succ k ih =>
      have h2 : HasDerivAt mcweeny^[k] ((3 / 2) ^ k) (mcweeny (1 / 2)) := by
        rw [hfix]
        exact ih
      rw [Function.iterate_succ, pow_succ]
      exact HasDerivAt.comp (1 / 2) h2 hd
  have hL0 : 0 ≤ L := by
    have h := hL 1 ⟨zero_le_one, le_rfl⟩ 0 ⟨le_rfl, zero_le_one⟩
    rw [sub_zero, abs_one, mul_one] at h
    exact (abs_nonneg _).trans h
  -- a Lipschitz constant bounds the slope
  have hle := (hn n).le_of_lip' hL0 (by
    filter_upwards [Icc_mem_nhds (show (0 : ℝ) < 1 / 2 by norm_num)
      (show (1 / 2 : ℝ) < 1 by norm_num)] with x hx
    exact hL x hx (1 / 2) ⟨by norm_num, by norm_num⟩)
  exact (le_abs_self _).trans hle

/-- For `0 ≤ a ≤ b ≤ 1`, if `n` McWeeny steps bring the occupation `a` to at most `ε` and the occupation `b`
to at least `1 - ε`, then `(3/2)^n (b - a) ≥ 1 - 2ε`. -/
theorem separation_bound (n : ℕ) {a b ε : ℝ} (ha : 0 ≤ a) (hab : a ≤ b) (hb : b ≤ 1)
    (hlow : mcweeny^[n] a ≤ ε) (hhigh : 1 - ε ≤ mcweeny^[n] b) :
    1 - 2 * ε ≤ (3 / 2) ^ n * (b - a) := by
  have h := iterate_lipschitz n (x := b) (y := a) ⟨ha.trans hab, hb⟩ ⟨ha, hab.trans hb⟩
  rw [abs_of_nonneg (sub_nonneg.2 hab)] at h
  linarith [le_abs_self (mcweeny^[n] b - mcweeny^[n] a)]

/-- Separating occupations `0 ≤ a < b ≤ 1` to tolerance `ε < 1/2` takes at least
`log ((1 - 2ε) / (b - a)) / log (3/2)` McWeeny steps. -/
theorem steps_lower_bound (n : ℕ) {a b ε : ℝ} (ha : 0 ≤ a) (hab : a < b) (hb : b ≤ 1)
    (hε : ε < 1 / 2) (hlow : mcweeny^[n] a ≤ ε) (hhigh : 1 - ε ≤ mcweeny^[n] b) :
    Real.log ((1 - 2 * ε) / (b - a)) / Real.log (3 / 2) ≤ n := by
  have hgap : 0 < b - a := sub_pos.2 hab
  have h : (1 - 2 * ε) / (b - a) ≤ (3 / 2) ^ n :=
    (div_le_iff₀ hgap).2 (separation_bound n ha hab.le hb hlow hhigh)
  have hlog := Real.log_le_log (div_pos (by linarith) hgap) h
  rw [Real.log_pow] at hlog
  exact (div_le_iff₀ (Real.log_pos (by norm_num))).2 hlog

variable {ι : Type*} [Fintype ι] [DecidableEq ι]

/-- One McWeeny purification step `X ↦ 3X² - 2X³` on a trial density matrix. -/
def purify (X : Matrix ι ι ℂ) : Matrix ι ι ℂ := (3 : ℂ) • (X * X) - (2 : ℂ) • (X * X * X)

/-- The starting matrix `(emax - H) / (emax - emin)` built from a Hamiltonian `H`. -/
def guess (H : Matrix ι ι ℂ) (emin emax : ℝ) : Matrix ι ι ℂ :=
  ((emax - emin : ℝ) : ℂ)⁻¹ • ((emax : ℂ) • (1 : Matrix ι ι ℂ) - H)

/-- The occupation `Re ⟨v, X v⟩` of the orbital `v` in the trial density matrix `X`. -/
def occupation (X : Matrix ι ι ℂ) (v : ι → ℂ) : ℝ := (star v ⬝ᵥ X *ᵥ v).re

omit [DecidableEq ι] in
/-- If `X v = a v` with real `a`, then the `n` times purified matrix multiplies `v` by the
`n`-fold McWeeny map of `a`. -/
theorem purify_iterate_mulVec (n : ℕ) {X : Matrix ι ι ℂ} {v : ι → ℂ} {a : ℝ}
    (h : X *ᵥ v = (a : ℂ) • v) :
    purify^[n] X *ᵥ v = ((mcweeny^[n] a : ℝ) : ℂ) • v := by
  induction n generalizing X a with
  | zero => exact h
  | succ k ih =>
    rw [Function.iterate_succ_apply, Function.iterate_succ_apply]
    apply ih
    simp only [purify, mcweeny, Matrix.sub_mulVec, Matrix.smul_mulVec,
      ← Matrix.mulVec_mulVec, h, Matrix.mulVec_smul]
    push_cast
    module

/-- For `emin < emax`, a normalised orbital of energy `e` has, after `n` steps from the linear starting matrix,
the occupation given by the `n`-fold McWeeny map of `x`, where `(emax - emin) x = emax - e`. -/
theorem occupation_purify (n : ℕ) {H : Matrix ι ι ℂ} {v : ι → ℂ} {emin emax e x : ℝ}
    (hW : emin < emax) (hx : (emax - emin) * x = emax - e)
    (hv : star v ⬝ᵥ v = 1) (h : H *ᵥ v = (e : ℂ) • v) :
    occupation (purify^[n] (guess H emin emax)) v = mcweeny^[n] x := by
  have hx' : x = (emax - e) / (emax - emin) := by
    rw [eq_div_iff (sub_pos.2 hW).ne']
    linarith
  have hg : guess H emin emax *ᵥ v = (x : ℂ) • v := by
    simp only [hx', guess, Matrix.smul_mulVec, Matrix.sub_mulVec, Matrix.one_mulVec, h]
    push_cast
    module
  rw [occupation, purify_iterate_mulVec n hg, dotProduct_smul, hv]
  simp

/-- For normalised orbitals `u`, `v` of energies `eH < eL` in `[emin, emax]`, occupations at
least `1 - ε` for `u` and at most `ε` for `v` with `ε < 1/2` need at least
`log ((1 - 2ε) (emax - emin) / (eL - eH)) / log (3/2)` purification steps from the starting
matrix `guess H emin emax`. -/
theorem purification_steps_lower_bound (n : ℕ) {H : Matrix ι ι ℂ} {u v : ι → ℂ}
    {emin emax eH eL ε : ℝ} (hmin : emin ≤ eH) (hgap : eH < eL) (hmax : eL ≤ emax)
    (hε : ε < 1 / 2) (hu : star u ⬝ᵥ u = 1) (hv : star v ⬝ᵥ v = 1)
    (hHu : H *ᵥ u = (eH : ℂ) • u) (hHv : H *ᵥ v = (eL : ℂ) • v)
    (hocc : 1 - ε ≤ occupation (purify^[n] (guess H emin emax)) u)
    (hemp : occupation (purify^[n] (guess H emin emax)) v ≤ ε) :
    Real.log ((1 - 2 * ε) * (emax - emin) / (eL - eH)) / Real.log (3 / 2) ≤ n := by
  have hW : emin < emax := by linarith
  have hW' : 0 < emax - emin := sub_pos.2 hW
  have hs : ∀ e : ℝ, (emax - emin) * ((emax - e) / (emax - emin)) = emax - e :=
    fun e => mul_div_cancel₀ _ hW'.ne'
  rw [occupation_purify n hW (hs eH) hu hHu] at hocc
  rw [occupation_purify n hW (hs eL) hv hHv] at hemp
  have h := steps_lower_bound n (div_nonneg (by linarith) hW'.le)
    (div_lt_div_of_pos_right (by linarith) hW') ((div_le_one hW').2 (by linarith))
    hε hemp hocc
  -- the scaled levels differ by the gap over the window width
  have hd : (emax - eH) / (emax - emin) - (emax - eL) / (emax - emin)
      = (eL - eH) / (emax - emin) := by ring
  rwa [hd, div_div_eq_mul_div] at h

/-- The two-level Hamiltonian with energies `1` and `3` in the window `[0, 4]` reaches
occupations at least `1 - 5/32` and at most `5/32` after one purification step. -/
theorem purification_steps_witness :
    star (![1, 0] : Fin 2 → ℂ) ⬝ᵥ ![1, 0] = 1 ∧ star (![0, 1] : Fin 2 → ℂ) ⬝ᵥ ![0, 1] = 1 ∧
    (!![1, 0; 0, 3] : Matrix (Fin 2) (Fin 2) ℂ) *ᵥ ![1, 0] = ((1 : ℝ) : ℂ) • ![1, 0] ∧
    (!![1, 0; 0, 3] : Matrix (Fin 2) (Fin 2) ℂ) *ᵥ ![0, 1] = ((3 : ℝ) : ℂ) • ![0, 1] ∧
    1 - 5 / 32 ≤ occupation (purify^[1] (guess !![1, 0; 0, 3] 0 4)) ![1, 0] ∧
    occupation (purify^[1] (guess !![1, 0; 0, 3] 0 4)) ![0, 1] ≤ 5 / 32 := by
  have hu : star (![1, 0] : Fin 2 → ℂ) ⬝ᵥ ![1, 0] = 1 := by
    simp [dotProduct, Fin.sum_univ_two]
  have hv : star (![0, 1] : Fin 2 → ℂ) ⬝ᵥ ![0, 1] = 1 := by
    simp [dotProduct, Fin.sum_univ_two]
  have hHu : (!![1, 0; 0, 3] : Matrix (Fin 2) (Fin 2) ℂ) *ᵥ ![1, 0]
      = ((1 : ℝ) : ℂ) • ![1, 0] := by
    ext i
    fin_cases i <;> simp [Matrix.mulVec, dotProduct, Fin.sum_univ_two]
  have hHv : (!![1, 0; 0, 3] : Matrix (Fin 2) (Fin 2) ℂ) *ᵥ ![0, 1]
      = ((3 : ℝ) : ℂ) • ![0, 1] := by
    ext i
    fin_cases i <;> simp [Matrix.mulVec, dotProduct, Fin.sum_univ_two]
  refine ⟨hu, hv, hHu, hHv, ?_, ?_⟩
  · rw [occupation_purify 1 (x := 3 / 4) (by norm_num) (by norm_num) hu hHu]
    norm_num [mcweeny]
  · rw [occupation_purify 1 (x := 1 / 4) (by norm_num) (by norm_num) hv hHv]
    norm_num [mcweeny]

end

end McWeenyStepBound
```

```lean
#print axioms McWeenyStepBound.iterate_lipschitz_isLeast
-- 'McWeenyStepBound.iterate_lipschitz_isLeast' depends on axioms: [propext, Classical.choice, Quot.sound]
#print axioms McWeenyStepBound.purification_steps_lower_bound
-- 'McWeenyStepBound.purification_steps_lower_bound' depends on axioms: [propext, Classical.choice, Quot.sound]
```

## What the theorems state

The function `mcweeny` is f and `mcweeny^[n]` is gₙ; `Icc 0 1` is the closed interval [0, 1]. The theorem `iterate_lipschitz` says that for every natural number n and all x, y in [0, 1]

|gₙ(x) − gₙ(y)| ≤ (3/2)ⁿ |x − y|,

and `iterate_lipschitz_isLeast` says that (3/2)ⁿ is the smallest constant L for which this inequality, with L in place of (3/2)ⁿ, holds on all of [0, 1].

In `separation_bound`, a and b are starting occupations with 0 ≤ a ≤ b ≤ 1 and ε is any real tolerance. If gₙ(a) ≤ ε and gₙ(b) ≥ 1 − ε, then

1 − 2ε ≤ (3/2)ⁿ (b − a).

With a < b and ε < 1/2, `steps_lower_bound` solves this for n:

n ≥ log((1 − 2ε)/(b − a)) / log(3/2).

On the matrix side `purify` is P, `guess H emin emax` is X₀, and `occupation X v` is Re⟨v, Xv⟩, where `star v` conjugates the components of the left vector. Write Xₙ for P applied n times to X₀. The theorem `purification_steps_lower_bound` takes vectors u and v with ⟨u, u⟩ = ⟨v, v⟩ = 1 (`hu`, `hv`), Hu = eH u and Hv = eL v with real energies eH and eL (`hHu`, `hHv`), and emin ≤ eH < eL ≤ emax. If ε < 1/2, the occupation of u in Xₙ is at least 1 − ε (`hocc`) and that of v is at most ε (`hemp`), then

n ≥ log((1 − 2ε)(emax − emin)/(eL − eH)) / log(3/2).

## The physics encoded

The orbital u is to end up filled and v empty. The highest occupied and lowest unoccupied orbitals are the natural choice, since they give the smallest eL − eH among such pairs and hence the largest bound, but the theorem does not require the two levels to be adjacent. The start X₀ reverses the order of the levels, sending emin to occupation 1, emax to 0 and the midpoint of the window to 1/2, which f leaves fixed. Since f(x) − x = x(1 − x)(2x − 1), occupations between 1/2 and 1 rise towards 1 and those between 0 and 1/2 fall towards 0. With all levels in the window, the filled orbitals are therefore exactly the intended ones only if the midpoint lies between the highest occupied and the lowest unoccupied level; bounds on the spectrum alone do not ensure this.

For non-interacting electrons, or one fixed mean-field Hamiltonian, in a finite orthonormal basis, purification with the window so placed approximates the zero-temperature density matrix by matrix products, two per step, and the result says that with this polynomial and this start the step count at a fixed tolerance ε < 1/2 grows at least logarithmically in the ratio of window width to gap.

H is not assumed Hermitian; only two eigenvectors with real eigenvalues enter, and only these two energies are assumed to lie in the window, with no condition on the other levels. Arithmetic is exact, with no truncation of small matrix elements and no overlap matrix. The target occupations are hypotheses: the lower bounds give a necessary number of steps and do not show that any n reaches the tolerance. The bound is informative only when the argument of the logarithm exceeds 1, since otherwise it is at most zero. Leastness of (3/2)ⁿ concerns all pairs in [0, 1] together and does not say that the step bound is attained for a given pair of levels.

## Why it is true

The interval is invariant. For x in [0, 1],

f(x) = x²(3 − 2x) ≥ 0,
1 − f(x) = (1 − x)²(1 + 2x) ≥ 0.

These two products are the hints passed to `nlinarith` in `mcweeny_mapsTo`.

One step is 3/2-Lipschitz. From x² − y² = (x − y)(x + y) and x³ − y³ = (x − y)(x² + xy + y²),

f(x) − f(y) = q (x − y),  q = 3(x + y) − 2(x² + xy + y²).

Expanding the right-hand sides confirms two identities:

q = 2x(1 − x) + 2y(1 − y) + x(1 − y) + y(1 − x),
3/2 − q = (3/2)(x + y − 1)² + (1/2)(x − y)².

The first gives q ≥ 0 on the unit square and the second gives q ≤ 3/2, so |f(x) − f(y)| = q|x − y| ≤ (3/2)|x − y|. In `mcweeny_lipschitz` the factorisation is `hfac`, and `hq0` and `hq1` receive the four products and the two squares.

The iterate follows by induction. For n = 0 both sides equal |x − y|. For n = k + 1 one has gₖ₊₁(x) = gₖ(f(x)), and f(x), f(y) lie in [0, 1], so

|gₖ(f(x)) − gₖ(f(y))| ≤ (3/2)ᵏ |f(x) − f(y)| ≤ (3/2)ᵏ⁺¹ |x − y|.

This is the `calc` chain of `iterate_lipschitz`. The hypothesis is applied at the new points f(x) and f(y), which is the purpose of `generalizing x y`.

The constant is least. We have f(1/2) = 3/4 − 1/4 = 1/2 (`hfix`), and f′(x) = 6x − 6x² equals 3/2 there (`hd`). The chain rule at the fixed point gives g′ₖ₊₁(1/2) = g′ₖ(1/2)·(3/2), hence g′ₙ(1/2) = (3/2)ⁿ (`hn`). For any admissible L and x ≠ 1/2 in [0, 1], the quotient |gₙ(x) − gₙ(1/2)|/|x − 1/2| is at most L, and the limit x → 1/2 gives (3/2)ⁿ ≤ L. The lemma `le_of_lip'` takes this limit; it needs L ≥ 0, which `hL0` gets from the pair 1, 0, and it needs [0, 1] to be a neighbourhood of 1/2.

The separation bound is the chain

1 − 2ε = (1 − ε) − ε ≤ gₙ(b) − gₙ(a) ≤ |gₙ(b) − gₙ(a)| ≤ (3/2)ⁿ (b − a),

closed by `linarith`. Dividing by b − a > 0 gives (1 − 2ε)/(b − a) ≤ (3/2)ⁿ. The left side is positive because ε < 1/2, so `Real.log_le_log` applies, `Real.log_pow` turns the right side into n log(3/2), and division by log(3/2) > 0 gives the step count.

The matrix case reduces to the scalar one. If Xv = av with real a, then X²v = a²v and X³v = a³v, so P(X)v = f(a)v. Induction on n, with X and a generalised, shows that P applied n times to X multiplies v by gₙ(a), which is `purify_iterate_mulVec`. If Hv = ev for a real energy e, then

X₀v = xv,  x = (emax − e)/(emax − emin),

which is `hg` in `occupation_purify`; the statement fixes x through the product form `hx`. Therefore Re⟨v, Xₙv⟩ = gₙ(x)⟨v, v⟩ = gₙ(x) for normalised v. The final theorem sets

a = (emax − eL)/(emax − emin),  b = (emax − eH)/(emax − emin).

Here a ≥ 0 follows from eL ≤ emax, a < b from eH < eL, and b ≤ 1 from emin ≤ eH. The difference is b − a = (eL − eH)/(emax − emin) (`hd`), and inserting it into `steps_lower_bound` gives the matrix bound.

## A two-level example

The theorem `purification_steps_witness` takes H = diag(1, 3), emin = 0, emax = 4, u = (1, 0) and v = (0, 1). The starting occupations are b = 3/4 and a = 1/4, and one step gives

f(3/4) = 27/16 − 27/32 = 27/32 = 1 − 5/32,
f(1/4) = 3/16 − 1/32 = 5/32.

The witness records the normalisations, the eigenvalue equations and the two occupation inequalities for n = 1 and ε = 5/32; the remaining conditions are 0 ≤ 1 < 3 ≤ 4 and 5/32 < 1/2. With these numbers the bound reads log(11/8)/log(3/2) ≤ 1, in agreement with 11/8 < 3/2.
